# Zero mean gradient of the conduction edge in a smooth one-dimensional well, and $(1+g)F$ for the valence edge $Fx-gW$

A bound state can be specified by its normalisation alone, or by its normalisation together with its behaviour far from the well. We take the second course. The wave function $\psi$ is real and twice differentiable on the whole line, $\int\psi^2\,dx=1$, and the three functions $\psi$, $\psi'$ and $V\psi^2$ tend to zero as $x\to\pm\infty$, where $V$ is the potential energy. These tail conditions are assumed, not derived from the form of $V$. They say that the electron is confined and that nothing is left at infinity to carry a force.

The potential is the conduction-band edge of a quantum well in a uniform field,

$$V(x)=Fx+W(x),\qquad -c\,\psi''+V\psi=E\psi .$$

Here $F$ is the slope of the potential energy due to the field, $W$ is a differentiable confining profile, $E$ is the energy, and $c$ stands for $\hbar^2/2m$ with a constant effective mass $m$. The valence-band edge feels the same field, but its confining profile is scaled by a number $-g$, so that it reads $Fx-gW(x)$. For $g>0$ the two edges are offset in opposite directions. We write $\langle f\rangle=\int f\psi^2\,dx$ and assume that $W'\psi^2$ is integrable. Then

$$\langle V'\rangle=0,\qquad \langle (Fx-gW)'\rangle=(1+g)F .$$

In a single-band, constant-mass model of Rashba splitting, the vanishing mean force on the electron therefore does not by itself make the spin-orbit coupling vanish, since the coupling is taken from the valence edge.

## Force balance by a first integral

Consider the function

$$Q=c\,\psi'^2-(V-E)\psi^2 .$$

Its derivative is

$$Q'=2c\,\psi'\psi''-V'\psi^2-2(V-E)\psi\psi' .$$

The Schrödinger equation gives $c\,\psi''=(V-E)\psi$, so the first and last terms cancel and $Q'=-V'\psi^2$. The tail conditions make each term of $Q$ vanish at both infinities. Integrating over the line gives

$$-\int V'\psi^2\,dx=Q(\infty)-Q(-\infty)=0 .$$

Since $V'=F+W'$ and $\psi$ is normalised, $0=F+\langle W'\rangle$, hence $\langle W'\rangle=-F$: on average, the confinement cancels the field. For the valence edge,

$$\langle F-gW'\rangle=F-g\langle W'\rangle=F+gF=(1+g)F .$$

The same first integral treats a neighbouring case, an impenetrable wall at $x=0$ with the electron confined to $x>0$. Suppose that $V$ and $\psi$ are smooth up to the wall, $\psi(0)=0$, the tail conditions hold at $+\infty$, and $V'\psi^2$ is integrable. Integrating $Q'$ from $0$ to $\infty$ then gives $\langle V'\rangle=c\,\psi'(0)^2$. The mean gradient is no longer zero, because the wall supplies the balancing force. This half-line formula is derived here by hand only; the Lean theorems below concern differentiable potentials on the whole line.

## Band edges, means and the coupling in Lean

```lean
import Mathlib

open MeasureTheory Filter Topology

namespace RashbaMeanGradient

noncomputable section
```

The mean is an integral over the real line against $\psi^2$. The definition `densityMean` accepts any two real functions; normalisation enters later, as a property of the state.

```lean
/-- The integral of `f ψ²` over the line, which is the mean of `f` when `ψ` is normalised. -/
def densityMean (ψ f : ℝ → ℝ) : ℝ := ∫ x, f x * ψ x ^ 2
```

The two edges are explicit functions of position, and their gradients will be taken with `deriv`. Both edges use the same `F` and the same `W`, which fixes the convention that the field tilts the two bands equally.

```lean
/-- The conduction-band edge: a uniform field term `F x` plus a confining profile `W`. -/
def conductionEdge (F : ℝ) (W : ℝ → ℝ) (x : ℝ) : ℝ := F * x + W x

/-- The valence-band edge: the same field term, with the confining profile scaled by `-g`. -/
def valenceEdge (F g : ℝ) (W : ℝ → ℝ) (x : ℝ) : ℝ := F * x - g * W x
```

The Rashba coupling is postulated to be a constant `a` times the mean gradient of the valence edge. The constant stands for the band parameters, such as the gap and the spin-orbit splitting, that a multiband theory would combine into a prefactor. Here it depends on neither position nor energy. Spin and in-plane momentum do not appear explicitly, and a single valence profile represents all the valence bands.

```lean
/-- The Rashba coupling: a material constant `a` times the mean gradient of the valence edge. -/
def rashbaCoupling (a F g : ℝ) (W ψ : ℝ → ℝ) : ℝ :=
  a * densityMean ψ (deriv (valenceEdge F g W))
```

The structure `IsBoundState` collects the conditions on the state. In the tail fields, `cocompact ℝ` is the filter of neighbourhoods of infinity on the line, so one limit covers both ends. The number `c` may be any real; the physical case has `c` positive, and `c = 1` gives the equation $-\psi''+V\psi=E\psi$.

```lean
/-- A real normalised solution of `-c ψ'' + V ψ = E ψ` on the line, with `ψ`, `ψ'` and `V ψ²`
tending to zero at both infinities. -/
structure IsBoundState (c E : ℝ) (V ψ : ℝ → ℝ) : Prop where
  diff : Differentiable ℝ ψ
  diff_deriv : Differentiable ℝ (deriv ψ)
  schrodinger : ∀ x, -c * deriv (deriv ψ) x + V x * ψ x = E * ψ x
  normalised : ∫ x, ψ x ^ 2 = 1
  wave_tail : Tendsto ψ (cocompact ℝ) (𝓝 0)
  slope_tail : Tendsto (deriv ψ) (cocompact ℝ) (𝓝 0)
  potential_tail : Tendsto (fun x => V x * ψ x ^ 2) (cocompact ℝ) (𝓝 0)
```

## From local balance to zero mean force

Splitting an integral into a sum requires the parts to be integrable. For $\psi^2$ this follows from normalisation: Lean assigns the value zero to the integral of a non-integrable function, which would contradict the value one.

```lean
variable {c E F : ℝ} {V W ψ : ℝ → ℝ}

/-- The density of a bound state is integrable. -/
theorem IsBoundState.integrable_density (h : IsBoundState c E V ψ) :
    Integrable (fun x => ψ x ^ 2) := by
  by_contra hn
  have h1 := h.normalised
  rw [integral_undef hn] at h1
  norm_num at h1
```

The next theorem is the identity $Q'=-V'\psi^2$. The terms `h1` and `h2` differentiate $\psi^2$ and $\psi'^2$, and the product rule assembles the derivative of $Q$. The final `linear_combination` adds the Schrödinger equation multiplied by $-2\psi'$, which is the cancellation made by hand above.

```lean
/-- Local force balance: `c ψ'² - (V - E) ψ²` has derivative `-V' ψ²`. -/
theorem local_force_balance (h : IsBoundState c E V ψ) (hV : Differentiable ℝ V) (x : ℝ) :
    HasDerivAt (fun y => c * deriv ψ y ^ 2 - (V y - E) * ψ y ^ 2)
      (-(deriv V x * ψ x ^ 2)) x := by
  have h1 : HasDerivAt (fun y => ψ y ^ 2) (2 * ψ x * deriv ψ x) x :=
    ((h.diff x).hasDerivAt.fun_pow 2).congr_deriv (by simp)
  have h2 : HasDerivAt (fun y => deriv ψ y ^ 2) (2 * deriv ψ x * deriv (deriv ψ) x) x :=
    ((h.diff_deriv x).hasDerivAt.fun_pow 2).congr_deriv (by simp)
  refine ((h2.const_mul c).fun_sub
    (((hV x).hasDerivAt.sub_const E).fun_mul h1)).congr_deriv ?_
  -- the Schrödinger equation removes the second derivative
  linear_combination (-2 * deriv ψ x) * h.schrodinger x
```

For the global statement, `hlim` combines the three tail conditions into $Q\to0$. The fundamental theorem of calculus on the whole line, `integral_of_hasDerivAt_of_tendsto`, then equates the integral of $-V'\psi^2$ with the difference of the two limits. It needs the integrability of $V'\psi^2$, which is the hypothesis `hint`.

```lean
/-- The mean potential gradient in a bound state is zero. -/
theorem mean_gradient_eq_zero (h : IsBoundState c E V ψ) (hV : Differentiable ℝ V)
    (hint : Integrable (fun x => deriv V x * ψ x ^ 2)) :
    densityMean ψ (deriv V) = 0 := by
  have hlim : Tendsto (fun y => c * deriv ψ y ^ 2 - (V y - E) * ψ y ^ 2)
      (cocompact ℝ) (𝓝 0) := by
    have t : Tendsto (fun y => c * deriv ψ y ^ 2 - (V y * ψ y ^ 2 - E * ψ y ^ 2))
        (cocompact ℝ) (𝓝 (c * 0 ^ 2 - (0 - E * 0 ^ 2))) :=
      ((h.slope_tail.pow 2).const_mul c).sub
        (h.potential_tail.sub ((h.wave_tail.pow 2).const_mul E))
    convert t using 2 <;> ring
  -- integrate the local balance over the whole line
  have key := integral_of_hasDerivAt_of_tendsto (local_force_balance h hV) hint.neg
    (hlim.mono_left atBot_le_cocompact) (hlim.mono_left atTop_le_cocompact)
  rw [integral_neg] at key
  unfold densityMean
  linarith
```

## Passing from the conduction edge to the valence edge

With $V=Fx+W$, the assumption is needed only for $W'\psi^2$, since $F\psi^2$ is already integrable. The proof computes $V'=F+W'$ in `hd`, rewrites the integrand in `e`, and applies the previous theorem. Splitting the integral and using normalisation leaves $F+\langle W'\rangle=0$.

```lean
/-- In a bound state of the conduction edge `F x + W`, the mean gradient of the edge is zero and
the mean gradient of the confining profile is `-F`. -/
theorem mean_confinement_gradient (h : IsBoundState c E (conductionEdge F W) ψ)
    (hW : Differentiable ℝ W) (hint : Integrable (fun x => deriv W x * ψ x ^ 2)) :
    densityMean ψ (deriv (conductionEdge F W)) = 0 ∧ densityMean ψ (deriv W) = -F := by
  have hd : ∀ x, HasDerivAt (conductionEdge F W) (F + deriv W x) x := fun x =>
    (((hasDerivAt_id' x).const_mul F).fun_add (hW x).hasDerivAt).congr_deriv (by ring)
  have e : (fun x => deriv (conductionEdge F W) x * ψ x ^ 2)
      = fun x => F * ψ x ^ 2 + deriv W x * ψ x ^ 2 := by
    funext x
    rw [(hd x).deriv]
    ring
  have hF := h.integrable_density.const_mul F
  have h0 := mean_gradient_eq_zero h (fun x => (hd x).differentiableAt)
    (by rw [e]; exact hF.add hint)
  refine ⟨h0, ?_⟩
  unfold densityMean at h0 ⊢
  rw [e, integral_add hF hint, integral_const_mul, h.normalised] at h0
  linarith
```

The main theorem returns both means together. Its hypotheses are a bound state of the conduction edge, a differentiable `W`, and an integrable $W'\psi^2$; `g` is any real number. The state solves the conduction-edge equation only, and the valence edge is averaged in that same state. The proof repeats the splitting with $F-gW'$ and inserts $\langle W'\rangle=-F$.

Differentiability excludes abrupt heterojunctions, where $W$ has steps. A graded interface, however narrow, meets this condition if its profile is differentiable, but a bound state must also exist. If $W$ is constant far from the well, as for barriers of finite height, and $c>0$, there is none when $F\neq0$: the potential falls without limit on one side and the electron can tunnel out. For such a well the theorem applies only at $F=0$. The parabolic well below has a bound state for every $F$.

```lean
/-- In a bound state of the conduction edge `F x + W`, the mean conduction gradient is zero, while
the valence edge `F x - g W` has mean gradient `(1 + g) F`. -/
theorem mean_band_edge_gradients (g : ℝ) (h : IsBoundState c E (conductionEdge F W) ψ)
    (hW : Differentiable ℝ W) (hint : Integrable (fun x => deriv W x * ψ x ^ 2)) :
    densityMean ψ (deriv (conductionEdge F W)) = 0 ∧
      densityMean ψ (deriv (valenceEdge F g W)) = (1 + g) * F := by
  obtain ⟨h0, h1⟩ := mean_confinement_gradient h hW hint
  refine ⟨h0, ?_⟩
  have hd : ∀ x, HasDerivAt (valenceEdge F g W) (F - g * deriv W x) x := fun x =>
    (((hasDerivAt_id' x).const_mul F).fun_sub
      ((hW x).hasDerivAt.const_mul g)).congr_deriv (by ring)
  have e : (fun x => deriv (valenceEdge F g W) x * ψ x ^ 2)
      = fun x => F * ψ x ^ 2 - g * (deriv W x * ψ x ^ 2) := by
    funext x
    rw [(hd x).deriv]
    ring
  unfold densityMean at h1 ⊢
  rw [e, integral_sub (h.integrable_density.const_mul F) (hint.const_mul g),
    integral_const_mul, integral_const_mul, h.normalised, h1]
  ring
```

The coupling is therefore $a(1+g)F$. For $a\neq0$ it vanishes exactly when the field is absent or when $g=-1$. In the second case the valence edge is $Fx+W$, identical to the conduction edge, and its mean gradient vanishes for the same reason. No symmetry of $W$ is assumed: within this model, an asymmetric smooth well without a field still has zero coupling.

```lean
/-- For a nonzero material constant, the Rashba coupling of the bound state vanishes exactly when
`F = 0` or `g = -1`. -/
theorem rashbaCoupling_eq_zero_iff {a : ℝ} (ha : a ≠ 0) (g : ℝ)
    (h : IsBoundState c E (conductionEdge F W) ψ)
    (hW : Differentiable ℝ W) (hint : Integrable (fun x => deriv W x * ψ x ^ 2)) :
    rashbaCoupling a F g W ψ = 0 ↔ F = 0 ∨ g = -1 := by
  unfold rashbaCoupling
  rw [(mean_band_edge_gradients g h hW hint).2]
  constructor
  · intro h0
    rcases mul_eq_zero.mp ((mul_eq_zero.mp h0).resolve_left ha) with h1 | h1
    · right; linarith
    · left; exact h1
  · rintro (h1 | h1) <;> rw [h1] <;> ring
```

## A parabolic well in a uniform field

The parabolic well $W=x^2$ with $c=1$ gives an explicit state for every $F$. Completing the square,

$$x^2+Fx=\left(x+\tfrac F2\right)^2-\tfrac{F^2}{4},$$

so the field moves the centre of the oscillator to $-F/2$ and lowers its energy by $F^2/4$. The normalised ground state is

$$\psi(x)=\pi^{-1/4}e^{-(x+F/2)^2/2}.$$

```lean
/-- The normalised Gaussian of unit oscillator length centred at `-F/2`. -/
def shiftedGaussian (F x : ℝ) : ℝ :=
  √((√Real.pi)⁻¹) * Real.exp (-(1 / 2) * (x + F / 2) ^ 2)
```

To verify the equation, differentiate twice: $\psi'=-(x+F/2)\psi$ and $\psi''=\left[(x+F/2)^2-1\right]\psi$. Hence $-\psi''+(x^2+Fx)\psi=(1-F^2/4)\psi$. The means can also be read off directly: the density is centred at $-F/2$, so $\langle W'\rangle=2\langle x\rangle=-F$, in agreement with the general result.

In the Lean proof, `h1` and `h2` are these two derivatives, and `hsq` writes $\psi^2$ as a single Gaussian. The limits `t0` and `t1` come from the decay of a Gaussian multiplied by a power of $|x|$, carried over to the shifted centre. They give the tails of $\psi$ and $\psi'$, and the potential tail follows from

$$V\psi^2=\psi'^2-\tfrac{F^2}{4}\psi^2 .$$

Normalisation reduces to the standard Gaussian integral after a translation. For the last claim, $W'\psi^2=2x\psi^2$ is written as $2(x+F/2)\psi^2-F\psi^2$, a difference of two integrable functions.

```lean
/-- The parabolic well `x²` in a uniform field `F` has the shifted Gaussian as a bound state of
energy `1 - F²/4` (with `c = 1`), and `W' ψ²` is integrable. -/
theorem parabolic_well_witness (F : ℝ) :
    IsBoundState 1 (1 - F ^ 2 / 4) (conductionEdge F (fun x => x ^ 2)) (shiftedGaussian F) ∧
      Integrable (fun x => deriv (fun y : ℝ => y ^ 2) x * shiftedGaussian F x ^ 2) := by
  have h1 : ∀ x, HasDerivAt (shiftedGaussian F) (-(x + F / 2) * shiftedGaussian F x) x := by
    intro x
    have hy : HasDerivAt (fun x : ℝ => -(1 / 2) * (x + F / 2) ^ 2) (-(x + F / 2)) x := by
      refine ((((hasDerivAt_id' x).add_const (F / 2)).fun_pow 2).const_mul
        (-(1 / 2))).congr_deriv ?_
      simp only [Nat.cast_ofNat, Nat.reduceSub, pow_one]
      ring
    exact (hy.exp.const_mul (√((√Real.pi)⁻¹))).congr_deriv (by unfold shiftedGaussian; ring)
  have hd : deriv (shiftedGaussian F) = fun x => -(x + F / 2) * shiftedGaussian F x :=
    funext fun x => (h1 x).deriv
  have h2 : ∀ x, HasDerivAt (fun x => -(x + F / 2) * shiftedGaussian F x)
      ((x + F / 2) ^ 2 * shiftedGaussian F x - shiftedGaussian F x) x := fun x =>
    (((hasDerivAt_id' x).add_const (F / 2)).fun_neg.fun_mul (h1 x)).congr_deriv (by ring)
  have hsq : ∀ x, shiftedGaussian F x ^ 2
      = (√Real.pi)⁻¹ * Real.exp (-1 * (x + F / 2) ^ 2) := by
    intro x
    unfold shiftedGaussian
    rw [mul_pow, Real.sq_sqrt (by positivity), ← Real.exp_nat_mul]
    congr 2
    push_cast
    ring
  -- Gaussian decay at both infinities
  have hs : Tendsto (fun x : ℝ => x + F / 2) (cocompact ℝ) (cocompact ℝ) :=
    (Homeomorph.addRight (F / 2)).isClosedEmbedding.tendsto_cocompact
  have hb := fun s : ℝ => ((tendsto_rpow_abs_mul_exp_neg_mul_sq_cocompact
    (a := 1 / 2) (by norm_num) s).comp hs).const_mul (√((√Real.pi)⁻¹))
  simp only [mul_zero] at hb
  have t0 : Tendsto (shiftedGaussian F) (cocompact ℝ) (𝓝 0) :=
    (hb 0).congr fun x => by simp [shiftedGaussian]
  have t1 : Tendsto (fun x => -(x + F / 2) * shiftedGaussian F x) (cocompact ℝ) (𝓝 0) := by
    refine squeeze_zero_norm (fun x => le_of_eq ?_) (hb 1)
    have hp : 0 ≤ shiftedGaussian F x := by unfold shiftedGaussian; positivity
    rw [norm_mul, norm_neg, Real.norm_eq_abs, Real.norm_of_nonneg hp]
    simp only [Function.comp_apply, Real.rpow_one, shiftedGaussian]
    ring
  refine ⟨⟨fun x => (h1 x).differentiableAt, ?_, ?_, ?_, t0, ?_, ?_⟩, ?_⟩
  · rw [hd]
    exact fun x => (h2 x).differentiableAt
  · intro x
    rw [hd, (h2 x).deriv]
    unfold conductionEdge
    ring
  · have hshift : ∫ x : ℝ, Real.exp (-1 * (x + F / 2) ^ 2) = ∫ x : ℝ, Real.exp (-1 * x ^ 2) :=
      integral_add_right_eq_self (fun x : ℝ => Real.exp (-1 * x ^ 2)) (F / 2)
    simp only [hsq]
    rw [integral_const_mul, hshift, integral_gaussian, div_one]
    exact inv_mul_cancel₀ (by positivity)
  · rw [hd]
    exact t1
  · have t : Tendsto (fun x => (-(x + F / 2) * shiftedGaussian F x) ^ 2
        - F ^ 2 / 4 * shiftedGaussian F x ^ 2) (cocompact ℝ)
        (𝓝 (0 ^ 2 - F ^ 2 / 4 * 0 ^ 2)) :=
      (t1.pow 2).sub ((t0.pow 2).const_mul (F ^ 2 / 4))
    unfold conductionEdge
    convert t using 2 <;> ring
  · have hW : ∀ x : ℝ, deriv (fun y : ℝ => y ^ 2) x = 2 * x := fun x => by
      simp
    have i := (((integrable_mul_exp_neg_mul_sq one_pos).comp_add_right (F / 2)).const_mul
      (2 * (√Real.pi)⁻¹)).sub (((integrable_exp_neg_mul_sq one_pos).comp_add_right
      (F / 2)).const_mul (F * (√Real.pi)⁻¹))
    refine i.congr (Eventually.of_forall fun x => ?_)
    simp only [Pi.sub_apply, hsq, hW]
    ring

end

end RashbaMeanGradient
```

```lean
#print axioms RashbaMeanGradient.mean_band_edge_gradients
#print axioms RashbaMeanGradient.rashbaCoupling_eq_zero_iff
```

```
'RashbaMeanGradient.mean_band_edge_gradients' depends on axioms: [propext, Classical.choice, Quot.sound]
'RashbaMeanGradient.rashbaCoupling_eq_zero_iff' depends on axioms: [propext, Classical.choice, Quot.sound]
```
